# Collinear angles minimise the log-stiffness sum of two Néel sublattices on the J1–J2 square lattice for 2J2 > J1 > 0

## Spin angles, stiffness and the bound

Classical planar spins of unit length sit on the sites $(m,n)$ of a square lattice with unit spacing. The energy is the sum of $J\cos(\theta_i-\theta_j)$ over bonds, with $J=J_1$ for nearest neighbours and $J=J_2$ for diagonal neighbours, so positive exchange is antiferromagnetic. The reference state has the angle $\pi n$ on sites with $m+n$ even and $\pi n+\varphi$ on sites with $m+n$ odd. These are two Néel sublattices, one turned by $\varphi$ against the other. Write $c=\cos\varphi$. At $c=1$ the spins are parallel along x and alternate along y; at $c=-1$ the directions are exchanged.

A small in-plane rotation with wave vector $(k_x,k_y)$ has the stiffness

$$M_c(k)=4J_2(1-\cos k_x\cos k_y)+2J_1c(\cos k_x-\cos k_y).$$

The momenta are $2\pi j/N$ with $j=0,\dots,N-1$ in each direction. The fluctuation sum is

$$F(c)=\sum_{\cos k_x\cos k_y<1}\ln M_c(k).$$

The modes left out have $\cos k_x=\cos k_y=\pm1$ and zero stiffness.

For $2J_2>J_1>0$, $N\ge2$ and $c\in[-1,1]$, every term has $M_c(k)>0$, $F$ is even in $c$ and strictly decreasing in $c^2$, and its minimum is attained exactly at $c=\pm1$.

## Use in a harmonic free-energy scan

In the harmonic approximation for planar spins on a finite periodic lattice with even $N$, the part of the free energy that depends on the angle is $(T/2)F(c)$, with $k_B=1$ and the zero modes left out. For $N=2$ several neighbours of a site coincide, and each bond is counted separately. A code that evaluates $F$ by summing $\ln M_c(k)$ relies on positivity. Evenness lets it scan only $0\le c\le1$, and monotonicity gives a check on the output.

The zero modes are best removed by their integer labels: both labels zero, or, for even $N$, both equal to $N/2$. This avoids a floating-point comparison with 1.

For $N=2$ and $J_1=J_2=1$, the momenta are $0$ and $\pi$. The modes $(0,0)$ and $(\pi,\pi)$ are left out. The other two have stiffness $8+4c$ and $8-4c$, so

$$F(c)=\ln(64-16c^2).$$

This gives $F(0)=\ln64\approx4.159$, $F(1/2)=\ln60\approx4.094$ and $F(\pm1)=\ln48\approx3.871$.

## From bond cosines to the collinear minima

**Bond cosines.** A step along x changes the sublattice and leaves $\pi n$ alone, so the angle difference is $\pm\varphi$ and its cosine is $c$. A step along y also adds or subtracts $\pi$, which gives $-c$. A diagonal step stays on the sublattice and changes $n$ by one, which gives $-1$.

**Stiffness.** For small rotations $\delta_i$, the linearised energy gradient at site $i$ is $\sum_j J_{ij}\cos(\theta_i-\theta_j)(\delta_j-\delta_i)$. Take $\delta=\cos(k_xm+k_yn+\alpha)$ with an arbitrary phase $\alpha$. The two neighbours at displacements $\pm a$ add up to $2\cos(k\cdot a)\,\delta_i$. The nearest neighbours therefore contribute

$$J_1\left[c(2\cos k_x-2)-c(2\cos k_y-2)\right]\delta_i=2J_1c(\cos k_x-\cos k_y)\,\delta_i,$$

and the diagonal neighbours contribute

$$-J_2\left[2\cos(k_x+k_y)+2\cos(k_x-k_y)-4\right]\delta_i=4J_2(1-\cos k_x\cos k_y)\,\delta_i.$$

The sum is $M_c(k)\,\delta_i$.

**Positivity.** Put $u=\cos k_x$ and $v=\cos k_y$. Then

$$(1-uv)-(u-v)=(1-u)(1+v)\ge0,\qquad(1-uv)+(u-v)=(1+u)(1-v)\ge0,$$

so $|u-v|\le1-uv$. With $|c|\le1$ this gives

$$M_c\ge(4J_2-2J_1)(1-uv)>0$$

whenever $uv<1$.

**Evenness.** Exchanging $k_x$ and $k_y$ maps the grid and the condition $uv<1$ to themselves and turns $M_c$ into $M_{-c}$. Hence $F(-c)=F(c)$.

**Monotonicity.** It follows that $2F(c)=F(c)+F(-c)=\sum\ln(M_cM_{-c})$, where

$$M_cM_{-c}=16J_2^2(1-uv)^2-4J_1^2c^2(u-v)^2.$$

If $c^2<d^2\le1$, then

$$M_cM_{-c}-M_dM_{-d}=4J_1^2(d^2-c^2)(u-v)^2\ge0,$$

so no term of the paired sum is larger at $d$ than at $c$. For the mode $(0,2\pi/N)$ we have $u=1$, and $v<1$ because $0<2\pi/N\le\pi$. This mode belongs to the sum and its term is strictly smaller at $d$. Hence $F(d)<F(c)$.

**Minima.** If $|c|\le1$ and $c\ne\pm1$, then $c^2<1$ and $F(1)<F(c)$. Evenness gives $F(-1)=F(1)$.

## The derivation in Lean

`bond_cosines` splits on the parity of $m+n$ and computes four angle differences in each case. `torque_wave` gets the opposite bonds by applying that lemma at the neighbouring site and using that the cosine is even; the addition formulas and `ring` then give the eigenvalue.

In `stiffness_pos`, `nlinarith` receives the nonnegative products $(1-u)(1+v)$ and $(1+u)(1-v)$. `fluctuationSum_neg` reindexes the sum by exchanging the two momenta. `fluctuationSum_paired` joins the logarithms with `log_mul`, whose nonzero conditions come from positivity.

`fluctuationSum_strictAnti` states the difference of products as `diff` and closes with `Finset.sum_lt_sum`, which needs an inequality for every term and a strict one for a single term. `collinear_minima` separates $c=\pm1$ from the remaining values.

```lean
import Mathlib

open Real

namespace SquareLatticeOrderByDisorder

noncomputable section

/-- Planar spin angles of two interpenetrating Néel sublattices, the odd one turned by `φ`. -/
def angle (φ : ℝ) (m n : ℤ) : ℝ := π * n + if Even (m + n) then 0 else φ

/-- Contribution of the bond from site `(m, n)` to site `(a, b)`, per unit exchange, to the
linearised energy gradient at `(m, n)` for small in-plane rotations `δ` about the state `θ`. -/
def bondTorque (θ δ : ℤ → ℤ → ℝ) (m n a b : ℤ) : ℝ :=
  cos (θ m n - θ a b) * (δ a b - δ m n)

/-- Linearised energy gradient at site `(m, n)` with exchange `J1` to the four nearest and `J2` to
the four diagonal neighbours. -/
def torque (J1 J2 : ℝ) (θ δ : ℤ → ℤ → ℝ) (m n : ℤ) : ℝ :=
  J1 * (bondTorque θ δ m n (m + 1) n + bondTorque θ δ m n (m - 1) n
    + bondTorque θ δ m n m (n + 1) + bondTorque θ δ m n m (n - 1))
  + J2 * (bondTorque θ δ m n (m + 1) (n + 1) + bondTorque θ δ m n (m - 1) (n - 1)
    + bondTorque θ δ m n (m + 1) (n - 1) + bondTorque θ δ m n (m - 1) (n + 1))

/-- A real plane wave of in-plane rotations with wave vector `(kx, ky)` and phase `α`. -/
def wave (kx ky α : ℝ) (m n : ℤ) : ℝ := cos (kx * m + ky * n + α)

/-- The stiffness `M_c(k)` of the in-plane mode with wave vector `(kx, ky)`. -/
def stiffness (J1 J2 c kx ky : ℝ) : ℝ :=
  4 * J2 * (1 - cos kx * cos ky) + 2 * J1 * c * (cos kx - cos ky)

/-- The momentum `2πj/N` on a ring of `N` sites. -/
def momentum (N : ℕ) (j : Fin N) : ℝ := 2 * π * ((j : ℕ) : ℝ) / N

/-- The grid momenta with `cos kx cos ky < 1`. -/
def modes (N : ℕ) : Finset (Fin N × Fin N) :=
  Finset.univ.filter fun p => cos (momentum N p.1) * cos (momentum N p.2) < 1

/-- The fluctuation sum `∑ ln M_c(k)` over the grid momenta with `cos kx cos ky < 1`. -/
def fluctuationSum (J1 J2 : ℝ) (N : ℕ) (c : ℝ) : ℝ :=
  ∑ p ∈ modes N, log (stiffness J1 J2 c (momentum N p.1) (momentum N p.2))

/-- Neighbouring spins have relative cosine `cos φ` along x, `-cos φ` along y, and `-1` along
both diagonals. -/
theorem bond_cosines (φ : ℝ) (m n : ℤ) :
    cos (angle φ m n - angle φ (m + 1) n) = cos φ ∧
    cos (angle φ m n - angle φ m (n + 1)) = -cos φ ∧
    cos (angle φ m n - angle φ (m + 1) (n + 1)) = -1 ∧
    cos (angle φ m n - angle φ (m + 1) (n - 1)) = -1 := by
  by_cases h : Even (m + n)
  · have h1 : ¬ Even (m + 1 + n) := by rw [Int.even_iff] at *; omega
    have h2 : ¬ Even (m + (n + 1)) := by rw [Int.even_iff] at *; omega
    have h3 : Even (m + 1 + (n + 1)) := by rw [Int.even_iff] at *; omega
    have h4 : Even (m + 1 + (n - 1)) := by rw [Int.even_iff] at *; omega
    have e1 : angle φ m n - angle φ (m + 1) n = -φ := by
      unfold angle; rw [if_pos h, if_neg h1]; ring
    have e2 : angle φ m n - angle φ m (n + 1) = -(φ + π) := by
      unfold angle; rw [if_pos h, if_neg h2]; push_cast; ring
    have e3 : angle φ m n - angle φ (m + 1) (n + 1) = -π := by
      unfold angle; rw [if_pos h, if_pos h3]; push_cast; ring
    have e4 : angle φ m n - angle φ (m + 1) (n - 1) = π := by
      unfold angle; rw [if_pos h, if_pos h4]; push_cast; ring
    rw [e1, e2, e3, e4, cos_neg, cos_neg, cos_neg, cos_add_pi, cos_pi]
    exact ⟨rfl, rfl, rfl, rfl⟩
  · have h1 : Even (m + 1 + n) := by rw [Int.even_iff] at *; omega
    have h2 : Even (m + (n + 1)) := by rw [Int.even_iff] at *; omega
    have h3 : ¬ Even (m + 1 + (n + 1)) := by rw [Int.even_iff] at *; omega
    have h4 : ¬ Even (m + 1 + (n - 1)) := by rw [Int.even_iff] at *; omega
    have e1 : angle φ m n - angle φ (m + 1) n = φ := by
      unfold angle; rw [if_neg h, if_pos h1]; ring
    have e2 : angle φ m n - angle φ m (n + 1) = φ - π := by
      unfold angle; rw [if_neg h, if_pos h2]; push_cast; ring
    have e3 : angle φ m n - angle φ (m + 1) (n + 1) = -π := by
      unfold angle; rw [if_neg h, if_neg h3]; push_cast; ring
    have e4 : angle φ m n - angle φ (m + 1) (n - 1) = π := by
      unfold angle; rw [if_neg h, if_neg h4]; push_cast; ring
    rw [e1, e2, e3, e4, cos_neg, cos_sub_pi, cos_pi]
    exact ⟨rfl, rfl, rfl, rfl⟩

/-- Plane waves are eigenmodes of the linearised energy gradient about the state with angle `φ`,
with eigenvalue `M_c(k)` at `c = cos φ`. -/
theorem torque_wave (J1 J2 φ kx ky α : ℝ) (m n : ℤ) :
    torque J1 J2 (angle φ) (wave kx ky α) m n
      = stiffness J1 J2 (cos φ) kx ky * wave kx ky α m n := by
  obtain ⟨x1, y1, d1, d2⟩ := bond_cosines φ m n
  -- the four opposite bonds, read from their other end
  have x2 := (bond_cosines φ (m - 1) n).1
  have y2 := (bond_cosines φ m (n - 1)).2.1
  have d3 := (bond_cosines φ (m - 1) (n - 1)).2.2.1
  have d4 := (bond_cosines φ (m - 1) (n + 1)).2.2.2
  rw [← cos_neg, neg_sub] at x2 y2 d3 d4
  simp only [sub_add_cancel, add_sub_cancel_right] at x2 y2 d3 d4
  simp only [torque, bondTorque, x1, x2, y1, y2, d1, d2, d3, d4]
  unfold wave stiffness
  push_cast
  simp only [mul_add, mul_sub, mul_one, cos_add, cos_sub, sin_add, sin_sub]
  ring

/-- For `2 J2 > J1 > 0` and `c` in `[-1, 1]`, every mode with `cos kx cos ky < 1` has positive
stiffness. -/
theorem stiffness_pos {J1 J2 c kx ky : ℝ} (hJ : 0 < J1) (hJ2 : J1 < 2 * J2)
    (hc : |c| ≤ 1) (hk : cos kx * cos ky < 1) : 0 < stiffness J1 J2 c kx ky := by
  have hB : |cos kx - cos ky| ≤ 1 - cos kx * cos ky := by
    rw [abs_le]
    constructor
    · nlinarith [mul_nonneg (sub_nonneg.2 (cos_le_one ky))
        (neg_le_iff_add_nonneg.1 (neg_one_le_cos kx))]
    · nlinarith [mul_nonneg (sub_nonneg.2 (cos_le_one kx))
        (neg_le_iff_add_nonneg.1 (neg_one_le_cos ky))]
  have hcB : |c * (cos kx - cos ky)| ≤ 1 - cos kx * cos ky := by
    rw [abs_mul]
    nlinarith [mul_nonneg (sub_nonneg.2 hc) (abs_nonneg (cos kx - cos ky))]
  have h1 := mul_le_mul_of_nonneg_left (abs_le.1 hcB).1 hJ.le
  have h2 := mul_pos (sub_pos.2 hJ2) (sub_pos.2 hk)
  unfold stiffness
  nlinarith

/-- The fluctuation sum is even in `c`. -/
theorem fluctuationSum_neg (J1 J2 : ℝ) (N : ℕ) (c : ℝ) :
    fluctuationSum J1 J2 N (-c) = fluctuationSum J1 J2 N c := by
  unfold fluctuationSum
  -- exchange kx and ky
  refine Finset.sum_equiv (Equiv.prodComm (Fin N) (Fin N)) ?_ ?_
  · intro p
    simp [modes, mul_comm]
  · intro p _
    simp only [stiffness, Equiv.prodComm_apply, Prod.fst_swap, Prod.snd_swap]
    congr 1
    ring

/-- For `2 J2 > J1 > 0` and `c` in `[-1, 1]`, twice the fluctuation sum is the sum of `ln (M_c
M_{-c})` over the same modes. -/
theorem fluctuationSum_paired {J1 J2 c : ℝ} (N : ℕ) (hJ : 0 < J1) (hJ2 : J1 < 2 * J2)
    (hc : |c| ≤ 1) :
    2 * fluctuationSum J1 J2 N c = ∑ p ∈ modes N,
      log (stiffness J1 J2 c (momentum N p.1) (momentum N p.2)
        * stiffness J1 J2 (-c) (momentum N p.1) (momentum N p.2)) := by
  have h : 2 * fluctuationSum J1 J2 N c
      = fluctuationSum J1 J2 N c + fluctuationSum J1 J2 N (-c) := by
    rw [fluctuationSum_neg]; ring
  rw [h]
  unfold fluctuationSum
  rw [← Finset.sum_add_distrib]
  refine Finset.sum_congr rfl fun p hp => ?_
  have hk := (Finset.mem_filter.mp hp).2
  exact (log_mul (stiffness_pos hJ hJ2 hc hk).ne'
    (stiffness_pos hJ hJ2 (by rwa [abs_neg]) hk).ne').symm

/-- For `2 J2 > J1 > 0` and `N ≥ 2`, the fluctuation sum is strictly decreasing in `c²` on
`[-1, 1]`. -/
theorem fluctuationSum_strictAnti {J1 J2 c d : ℝ} {N : ℕ} (hN : 2 ≤ N) (hJ : 0 < J1)
    (hJ2 : J1 < 2 * J2) (hd : |d| ≤ 1) (h : c ^ 2 < d ^ 2) :
    fluctuationSum J1 J2 N d < fluctuationSum J1 J2 N c := by
  have hc : |c| ≤ 1 := (sq_lt_sq.1 h).le.trans hd
  have diff : ∀ x y : ℝ, stiffness J1 J2 c x y * stiffness J1 J2 (-c) x y
      = stiffness J1 J2 d x y * stiffness J1 J2 (-d) x y
        + 4 * J1 ^ 2 * (d ^ 2 - c ^ 2) * (cos x - cos y) ^ 2 := by
    intro x y; unfold stiffness; ring
  have pos : ∀ x y : ℝ, cos x * cos y < 1 →
      0 < stiffness J1 J2 d x y * stiffness J1 J2 (-d) x y := fun x y hk =>
    mul_pos (stiffness_pos hJ hJ2 hd hk) (stiffness_pos hJ hJ2 (by rwa [abs_neg]) hk)
  have hf : 0 < 4 * J1 ^ 2 * (d ^ 2 - c ^ 2) := mul_pos (by positivity) (sub_pos.2 h)
  suffices hs : 2 * fluctuationSum J1 J2 N d < 2 * fluctuationSum J1 J2 N c by linarith
  rw [fluctuationSum_paired N hJ hJ2 hd, fluctuationSum_paired N hJ hJ2 hc]
  -- the mode (0, 2π/N) makes the inequality strict
  have h0 : cos (momentum N ⟨0, by omega⟩) = 1 := by simp [momentum]
  have h1 : cos (momentum N ⟨1, by omega⟩) < 1 := by
    have hN' : (2 : ℝ) ≤ N := by exact_mod_cast hN
    have hNpos : (0 : ℝ) < N := by linarith
    have e : momentum N ⟨1, by omega⟩ = 2 * π / N := by simp [momentum]
    have hle : 2 * π / N ≤ π := by
      rw [div_le_iff₀ hNpos]; nlinarith [pi_pos]
    have hlt : 0 < 2 * π / N := by positivity
    rw [e, ← cos_zero]
    exact cos_lt_cos_of_nonneg_of_le_pi le_rfl hle hlt
  have hk : cos (momentum N ⟨0, by omega⟩) * cos (momentum N ⟨1, by omega⟩) < 1 := by
    rw [h0, one_mul]; exact h1
  refine Finset.sum_lt_sum (fun p hp => ?_)
    ⟨(⟨0, by omega⟩, ⟨1, by omega⟩), Finset.mem_filter.mpr ⟨Finset.mem_univ _, hk⟩, ?_⟩
  · refine log_le_log (pos _ _ (Finset.mem_filter.mp hp).2) ?_
    rw [diff]
    exact le_add_of_nonneg_right (mul_nonneg hf.le (sq_nonneg _))
  · refine log_lt_log (pos _ _ hk) ?_
    rw [diff]
    refine lt_add_of_pos_right _ (mul_pos hf (pow_pos ?_ 2))
    rw [h0]
    exact sub_pos.2 h1

/-- For `2 J2 > J1 > 0` and `N ≥ 2`, on `[-1, 1]` the fluctuation sum is smallest at `c = 1`, and
the minimum is attained exactly at the two collinear values `c = 1` and `c = -1`. -/
theorem collinear_minima {J1 J2 c : ℝ} {N : ℕ} (hN : 2 ≤ N) (hJ : 0 < J1)
    (hJ2 : J1 < 2 * J2) (hc : |c| ≤ 1) :
    fluctuationSum J1 J2 N 1 ≤ fluctuationSum J1 J2 N c ∧
    (fluctuationSum J1 J2 N c = fluctuationSum J1 J2 N 1 ↔ c = 1 ∨ c = -1) := by
  by_cases h : c = 1 ∨ c = -1
  · have e : fluctuationSum J1 J2 N c = fluctuationSum J1 J2 N 1 := by
      rcases h with h | h
      · rw [h]
      · rw [h, fluctuationSum_neg]
    exact ⟨e.ge, fun _ => h, fun _ => e⟩
  · have hsq : c ^ 2 < 1 ^ 2 := by
      have hle : c ^ 2 ≤ 1 ^ 2 := sq_le_sq.2 (by rwa [abs_one])
      exact lt_of_le_of_ne hle fun e => h (sq_eq_sq_iff_eq_or_eq_neg.1 e)
    have hlt := fluctuationSum_strictAnti hN hJ hJ2 (by rw [abs_one]) hsq
    exact ⟨hlt.le, fun e => absurd e hlt.ne', fun e => absurd e h⟩

end

end SquareLatticeOrderByDisorder
```

```lean
#print axioms SquareLatticeOrderByDisorder.torque_wave
#print axioms SquareLatticeOrderByDisorder.collinear_minima
```

```
'SquareLatticeOrderByDisorder.torque_wave' depends on axioms: [propext, Classical.choice, Quot.sound]
'SquareLatticeOrderByDisorder.collinear_minima' depends on axioms: [propext, Classical.choice, Quot.sound]
```

## What the theorems say about the spin model

`angle φ` is the reference state on the infinite lattice, with integer coordinates. `torque` is the linearised energy gradient, so the restoring torque in the mechanical sense is its negative, and a positive eigenvalue means stability. `torque_wave` holds for all real exchanges, wave vectors and phases. It ties `stiffness` to the bonds of the lattice at `c = cos φ`.

In `fluctuationSum` the number `c` is a free real parameter, and `modes N` is the set of grid momenta kept in the sum. The hypotheses `hJ` and `hJ2` say $0<J_1<2J_2$: both exchanges are antiferromagnetic, and the diagonal one is strong enough to keep the in-plane modes stable. At $c=1$, for instance, the mode $(\pi,0)$ has stiffness $8J_2-4J_1$, which is positive exactly when $2J_2>J_1$. `fluctuationSum_strictAnti` asks only for `|d| ≤ 1`, since $c^2<d^2$ then bounds $c$ as well. `collinear_minima` contains both the inequality $F(1)\le F(c)$ and the equivalence that identifies the minimisers.

The comparison runs over the one-parameter family of turned sublattices. That these states share the same classical energy and are ground states is background to the model, as is the passage from $F$ to a free energy. The namespace is named after order by disorder, the selection of states by fluctuations; what is proved here is selection by a harmonic sum. An ordered phase at finite temperature would also involve anharmonic terms and large-scale fluctuations. The strict inequality is for each finite $N\ge2$ and gives no bound on the difference per site as $N$ grows.

Another formulation would start from the Hessian matrix of a periodic $N\times N$ cluster and define $F$ as the logarithm of the product of its nonzero eigenvalues. The spin pattern closes on such a cluster only for even $N$, so odd grids would drop out, and a proof along the present lines would also show that plane waves give the whole spectrum with the right multiplicities. The result would then concern a matrix that a simulation can assemble directly, whereas the present sum is defined on a momentum grid of either parity.
